# Each star of an unshifted $N\times N$ square-lattice k-grid has exactly one point with $0\le b\le a\le\lfloor N/2\rfloor$

A: Take a periodic $N\times N$ grid of k-points containing the zone centre, with $N\ge 1$. Let the group generated by the sign change of each component and the exchange of the two components act on it. Every orbit has exactly one representative $(a,b)$ with $0\le b\le a\le\lfloor N/2\rfloor$, so the number of orbits is $(\lfloor N/2\rfloor+1)(\lfloor N/2\rfloor+2)/2$. For even $N=2p\ge 2$ this is $(p+1)(p+2)/2$.

```lean
import Mathlib

open Finset

namespace SquareLatticeWedge
```

Q: That is a statement about integers modulo $N$. Where is the Brillouin zone?

A: For a square lattice with lattice constant $L$, the grid points are $\mathbf k=\frac{2\pi}{NL}(x,y)$ with integers $x,y$. Adding $N$ to either integer adds a reciprocal lattice vector, so $x$ and $y$ matter only modulo $N$. That is the type `ZMod N × ZMod N`.

```lean
/-- The periodic `N × N` grid of k-points, in units of the grid spacing. -/
abbrev KGrid (N : ℕ) := ZMod N × ZMod N
```

Q: And the point group? I expect eight operations.

A: The file gives three generators, each a permutation of the grid: $(x,y)\mapsto(-x,y)$, $(x,y)\mapsto(x,-y)$ and $(x,y)\mapsto(y,x)$.

```lean
/-- The mirror that reverses the first component of k. -/
def mirrorX (N : ℕ) : Equiv.Perm (KGrid N) :=
  (Equiv.neg (ZMod N)).prodCongr (Equiv.refl (ZMod N))

/-- The mirror that reverses the second component of k. -/
def mirrorY (N : ℕ) : Equiv.Perm (KGrid N) :=
  (Equiv.refl (ZMod N)).prodCongr (Equiv.neg (ZMod N))

/-- The diagonal mirror that exchanges the two components of k. -/
def exchange (N : ℕ) : Equiv.Perm (KGrid N) := Equiv.prodComm (ZMod N) (ZMod N)
```

The group is everything they generate. The quarter turns and the inversion are products of these mirrors.

```lean
/-- The square-lattice point group acting on the grid, generated by the three mirrors. -/
def pointGroup (N : ℕ) : Subgroup (Equiv.Perm (KGrid N)) :=
  Subgroup.closure {mirrorX N, mirrorY N, exchange N}
```

For $N\ge 3$ this gives eight distinct permutations. On smaller grids some operations act identically: for $N=2$ we have $-x=x$, so each of the eight acts either as the identity or as the exchange. The orbits are still those of the full point group, and an orbit is what we call the star of $\mathbf k$.

```lean
/-- The star of a k-point: its orbit under the point group. -/
def kStar {N : ℕ} (k : KGrid N) : Set (KGrid N) := MulAction.orbit (pointGroup N) k
```

Q: How is the irreducible wedge represented?

A: As a finite set of pairs of natural numbers, with a separate map that places such a pair on the grid.

```lean
/-- The triangular wedge of integer pairs `(a, b)` with `0 ≤ b ≤ a ≤ p`. -/
def wedge (p : ℕ) : Finset (ℕ × ℕ) :=
  (range (p + 1) ×ˢ range (p + 1)).filter (fun q => q.2 ≤ q.1)

/-- The grid point with given integer coordinates. -/
def toGrid (N : ℕ) (q : ℕ × ℕ) : KGrid N := ((q.1 : ZMod N), (q.2 : ZMod N))
```

Q: Then show me why each star meets it exactly once. Without Lean first.

A: Let $f(x)$ be the distance of $x$ from zero around the periodic axis, that is, the absolute value of the representative of $x$ closest to zero. Then $f(x)\le N/2$ and $f(-x)=f(x)$. For an integer $0\le a\le N/2$, we have $f(x)=a$ exactly when $x=\pm a$ modulo $N$.

Now define $R(x,y)=(\max(f(x),f(y)),\,\min(f(x),f(y)))$, which always lies in the wedge.

1. Sign changes leave $f$ alone, and the exchange leaves the maximum and minimum alone. So $R$ is constant on each star.
2. Since $x=\pm f(x)$ and $y=\pm f(y)$, the point $(x,y)$ is recovered from $R(x,y)$ by an exchange, if needed, and sign changes. So $R(\mathbf k)$ lies in the star of $\mathbf k$, which gives existence. It also follows that two points with equal $R$ share a star.
3. If $(a,b)$ is in the wedge, then $f(a)=a$, $f(b)=b$ and $R(a,b)=(a,b)$. A wedge point in the star of $\mathbf k$ therefore equals $R(\mathbf k)$, which gives uniqueness.

Stars thus correspond one to one to wedge points. With $p=\lfloor N/2\rfloor$, there are $a+1$ choices of $b$ for each $a$, so the count is $\sum_{a=0}^{p}(a+1)=(p+1)(p+2)/2$.

In the file $f$ is `fold` and $R$ is `reduce`.

```lean
/-- The distance of a coordinate from zero along the periodic axis. -/
def fold {N : ℕ} (x : ZMod N) : ℕ := x.valMinAbs.natAbs

/-- Reduction of a k-point: fold both coordinates and put the larger one first. -/
def reduce {N : ℕ} (k : KGrid N) : ℕ × ℕ :=
  (max (fold k.1) (fold k.2), min (fold k.1) (fold k.2))
```

Q: A count of stars is of little use to me without the weights.

A: The weights are there too. Let $m(c)$ be the number of coordinates at distance $c$ from zero, for $0\le c\le N/2$. These are $c$ and $-c$, which coincide when $N$ divides $2c$. As $0\le 2c\le N$, that means $c=0$ or $2c=N$: the zone centre or the zone boundary. So $m(c)=1$ there and $m(c)=2$ otherwise.

The star of $(a,b)$ consists of the points whose two distances are $a$ and $b$ in either order. If $a=b$ there is one such product set, with $m(a)m(b)$ points; if $a\ne b$ there are two disjoint ones. The star has $d\,m(a)\,m(b)$ points, where $d=1$ on the diagonal and $d=2$ off it.

The set of coordinates at distance $c$ is `shell N c`, and $m(c)$ is `axisMult N c`.

```lean
/-- The coordinates at distance `c` from zero along the periodic axis. -/
def shell (N : ℕ) [NeZero N] (c : ℕ) : Finset (ZMod N) := univ.filter (fun x => fold x = c)

/-- The factor 1 for a coordinate at the zone centre or zone boundary, and 2 otherwise. -/
def axisMult (N c : ℕ) : ℕ := if c = 0 ∨ 2 * c = N then 1 else 2
```

Q: Try it on a grid I can draw.

A: Take $N=4$, so $p=2$ and there should be $3\cdot4/2=6$ stars. Here $m(0)=1$, $m(1)=2$, $m(2)=1$.

| $(a,b)$ | $d\,m(a)\,m(b)$ | normalised weight |
|---|---|---|
| $(0,0)$ | $1\cdot1\cdot1=1$ | $1/16$ |
| $(1,0)$ | $2\cdot2\cdot1=4$ | $4/16$ |
| $(1,1)$ | $1\cdot2\cdot2=4$ | $4/16$ |
| $(2,0)$ | $2\cdot1\cdot1=2$ | $2/16$ |
| $(2,1)$ | $2\cdot1\cdot2=4$ | $4/16$ |
| $(2,2)$ | $1\cdot1\cdot1=1$ | $1/16$ |

The sizes add up to 16, the whole grid.

Q: Now the Lean proof. Does it follow the same route?

A: Yes. The first lemma is the statement $f(x)=a\Leftrightarrow x=\pm a$. Forwards, it splits on the sign of the representative closest to zero; backwards, it uses $f(a)=a$ and $f(-a)=f(a)$.

```lean
variable {N : ℕ} [NeZero N]

omit [NeZero N] in
/-- A coordinate lies at distance `a ≤ N/2` from zero exactly when it is `a` or `-a`. -/
theorem fold_eq_iff {a : ℕ} (ha : a ≤ N / 2) (x : ZMod N) :
    fold x = a ↔ x = (a : ZMod N) ∨ x = -(a : ZMod N) := by
  have hc : fold (a : ZMod N) = a := by
    simp [fold, ZMod.valMinAbs_natCast_of_le_half ha]
  constructor
  · intro h
    have hx := x.coe_valMinAbs
    have h' : x.valMinAbs.natAbs = a := h
    rcases Int.natAbs_eq x.valMinAbs with e | e
    · left
      rw [h'] at e
      rw [← hx, e, Int.cast_natCast]
    · right
      rw [h'] at e
      rw [← hx, e, Int.cast_neg, Int.cast_natCast]
  · rintro (h | h)
    · rw [h, hc]
    · rw [h]
      exact (ZMod.natAbs_valMinAbs_neg (a : ZMod N)).trans hc
```

Step 1 is an induction over the generated group: check the three generators, then the identity, products and inverses.

```lean
omit [NeZero N] in
/-- Every point-group operation leaves the reduced k-point unchanged. -/
theorem reduce_apply {g : Equiv.Perm (KGrid N)} (hg : g ∈ pointGroup N) :
    ∀ k, reduce (g k) = reduce k := by
  have hneg : ∀ x : ZMod N, fold (-x) = fold x := fun x => ZMod.natAbs_valMinAbs_neg x
  unfold pointGroup at hg
  induction hg using Subgroup.closure_induction with
  | mem g hg =>
    intro k
    simp only [Set.mem_insert_iff, Set.mem_singleton_iff] at hg
    rcases hg with rfl | rfl | rfl
    · change (max (fold (-k.1)) (fold k.2), min (fold (-k.1)) (fold k.2)) = reduce k
      simp only [hneg, reduce]
    · change (max (fold k.1) (fold (-k.2)), min (fold k.1) (fold (-k.2))) = reduce k
      simp only [hneg, reduce]
    · exact Prod.ext (max_comm _ _) (min_comm _ _)
  | one => exact fun _ => rfl
  | mul x y _ _ hx hy => exact fun k => (hx (y k)).trans (hy k)
  | inv x _ hx =>
    intro k
    have h := hx (x⁻¹ k)
    have e : x (x⁻¹ k) = k := Equiv.apply_symm_apply x k
    rw [e] at h
    exact h.symm
```

Step 2 shows that a star is closed under each generator (`step`), then undoes the sorting (`h0`) and the folding (`signs`).

```lean
/-- Every k-point lies in the star of its reduced point. -/
theorem mem_kStar_reduce (k : KGrid N) : k ∈ kStar (toGrid N (reduce k)) := by
  -- a star is closed under each of the generating mirrors
  have step : ∀ g ∈ ({mirrorX N, mirrorY N, exchange N} : Set (Equiv.Perm (KGrid N))),
      ∀ c l : KGrid N, l ∈ kStar c → g l ∈ kStar c := by
    rintro g hg c l ⟨u, rfl⟩
    exact ⟨⟨g, Subgroup.subset_closure hg⟩ * u, mul_smul _ _ _⟩
  have hX := step (mirrorX N) (by simp)
  have hY := step (mirrorY N) (by simp)
  have hE := step (exchange N) (by simp)
  -- undo the sorting
  have h0 : (((fold k.1 : ℕ) : ZMod N), ((fold k.2 : ℕ) : ZMod N)) ∈
      kStar (toGrid N (reduce k)) := by
    rcases le_total (fold k.2) (fold k.1) with h | h
    · have e : reduce k = (fold k.1, fold k.2) := Prod.ext (max_eq_left h) (min_eq_right h)
      rw [e]
      exact MulAction.mem_orbit_self _
    · have e : reduce k = (fold k.2, fold k.1) := Prod.ext (max_eq_right h) (min_eq_left h)
      rw [e]
      exact hE _ (toGrid N (fold k.2, fold k.1)) (MulAction.mem_orbit_self _)
  -- undo the folding
  have signs : ∀ (c : KGrid N) (a b x y : ZMod N), (a, b) ∈ kStar c →
      (x = a ∨ x = -a) → (y = b ∨ y = -b) → (x, y) ∈ kStar c := by
    intro c a b x y h hx hy
    rcases hx with rfl | rfl <;> rcases hy with rfl | rfl
    · exact h
    · exact hY _ _ h
    · exact hX _ _ h
    · exact hX _ _ (hY _ _ h)
  exact signs _ _ _ k.1 k.2 h0
    ((fold_eq_iff (ZMod.natAbs_valMinAbs_le k.1) k.1).1 rfl)
    ((fold_eq_iff (ZMod.natAbs_valMinAbs_le k.2) k.2).1 rfl)
```

Together they say that $R$ labels the stars completely.

```lean
/-- Two k-points belong to the same star exactly when their reduced points coincide. -/
theorem mem_kStar_iff (k l : KGrid N) : l ∈ kStar k ↔ reduce l = reduce k := by
  constructor
  · rintro ⟨g, rfl⟩
    exact reduce_apply g.2 k
  · intro h
    have hk : kStar k = kStar (toGrid N (reduce k)) :=
      MulAction.orbit_eq_iff.2 (mem_kStar_reduce k)
    rw [hk, ← h]
    exact mem_kStar_reduce l
```

Step 3 needs the wedge inequalities in usable form, and then $R(a,b)=(a,b)$.

```lean
/-- Membership in the wedge means `b ≤ a ≤ p`. -/
theorem mem_wedge {p : ℕ} {q : ℕ × ℕ} : q ∈ wedge p ↔ q.2 ≤ q.1 ∧ q.1 ≤ p := by
  simp only [wedge, mem_filter, mem_product, mem_range]
  omega

omit [NeZero N] in
/-- Reduction leaves the points of the wedge where they are. -/
theorem reduce_toGrid {q : ℕ × ℕ} (hq : q ∈ wedge (N / 2)) : reduce (toGrid N q) = q := by
  obtain ⟨h1, h2⟩ := mem_wedge.1 hq
  have e1 : fold (q.1 : ZMod N) = q.1 := (fold_eq_iff h2 _).2 (Or.inl rfl)
  have e2 : fold (q.2 : ZMod N) = q.2 := (fold_eq_iff (h1.trans h2) _).2 (Or.inl rfl)
  simp only [reduce, toGrid, e1, e2, max_eq_left h1, min_eq_right h1]
```

The count goes by induction on $p$. Passing from $p$ to $p+1$ adds the column $a=p+1$ with its $p+2$ points. The proof works with twice the count, for which $(p+1)(p+2)+2(p+2)=(p+2)(p+3)$.

```lean
/-- The wedge contains `(p+1)(p+2)/2` points. -/
theorem card_wedge (p : ℕ) : (wedge p).card = (p + 1) * (p + 2) / 2 := by
  have h : (wedge p).card * 2 = (p + 1) * (p + 2) := by
    induction p with
    | zero => decide
    | succ p ih =>
      -- enlarging the wedge adds one column of p + 2 points
      have e : wedge (p + 1) = wedge p ∪ (range (p + 2)).image (fun b => (p + 1, b)) := by
        ext ⟨a, b⟩
        simp only [mem_union, mem_wedge, mem_image, mem_range, Prod.mk.injEq]
        constructor
        · rintro ⟨h1, h2⟩
          by_cases h : a ≤ p
          · exact Or.inl ⟨h1, h⟩
          · exact Or.inr ⟨b, by omega, by omega, rfl⟩
        · rintro (⟨h1, h2⟩ | ⟨c, hc, h1, h2⟩) <;> constructor <;> omega
      have d : Disjoint (wedge p) ((range (p + 2)).image (fun b => (p + 1, b))) := by
        refine Finset.disjoint_left.2 fun q hq hq' => ?_
        obtain ⟨c, _, rfl⟩ := mem_image.1 hq'
        exact absurd (mem_wedge.1 hq).2 (Nat.not_succ_le_self p)
      rw [e, card_union_of_disjoint d,
        card_image_of_injective _ (fun _ _ h => congrArg Prod.snd h), card_range]
      nlinarith [ih]
  omega
```

Q: Which statement should I hold you to?

A: This one. The first half says that for every `k` there is a unique pair `q` in `wedge (N / 2)` whose grid point lies in the star of `k`. The second half counts the orbits themselves, as elements of the quotient of the grid by the group. Division of natural numbers rounds down, so `N / 2` is $\lfloor N/2\rfloor$. Inside this proof, `f` is not the distance $f$ used above but the one-to-one correspondence between wedge and stars.

```lean
/-- On an `N × N` grid every star has exactly one point in the wedge `0 ≤ b ≤ a ≤ ⌊N/2⌋`,
and the number of stars is `(⌊N/2⌋+1)(⌊N/2⌋+2)/2`. -/
theorem irreducible_wedge (N : ℕ) [NeZero N] :
    (∀ k : KGrid N, ∃! q : ℕ × ℕ, q ∈ wedge (N / 2) ∧ toGrid N q ∈ kStar k) ∧
    Nat.card (MulAction.orbitRel.Quotient (pointGroup N) (KGrid N)) =
      (N / 2 + 1) * (N / 2 + 2) / 2 := by
  have hmem : ∀ k : KGrid N, reduce k ∈ wedge (N / 2) := fun k =>
    mem_wedge.2 ⟨min_le_max,
      max_le (ZMod.natAbs_valMinAbs_le k.1) (ZMod.natAbs_valMinAbs_le k.2)⟩
  have hrep : ∀ k : KGrid N, toGrid N (reduce k) ∈ kStar k := fun k =>
    (mem_kStar_iff _ _).2 (reduce_toGrid (hmem k))
  refine ⟨fun k => ⟨reduce k, ⟨hmem k, hrep k⟩, ?_⟩, ?_⟩
  · rintro q ⟨hq, hs⟩
    rw [← reduce_toGrid hq]
    exact (mem_kStar_iff _ _).1 hs
  · -- the wedge is in bijection with the set of stars
    let f : wedge (N / 2) → MulAction.orbitRel.Quotient (pointGroup N) (KGrid N) :=
      fun q => Quotient.mk (MulAction.orbitRel (pointGroup N) (KGrid N)) (toGrid N q.1)
    have hf : Function.Bijective f := by
      constructor
      · intro q r h
        have h' : toGrid N q.1 ∈ kStar (toGrid N r.1) := Quotient.exact h
        rw [mem_kStar_iff, reduce_toGrid q.2, reduce_toGrid r.2] at h'
        exact Subtype.ext h'
      · rintro ⟨k⟩
        exact ⟨⟨reduce k, hmem k⟩, Quotient.sound (hrep k)⟩
    rw [← Nat.card_eq_of_bijective f hf, Nat.card_eq_fintype_card, Fintype.card_coe,
      card_wedge]
```

The even case substitutes $N=2p$; the hypothesis `0 < p` ensures that there is a grid of finite size.

```lean
/-- On an even grid with `N = 2p ≥ 2` every star has exactly one point with `0 ≤ b ≤ a ≤ p`,
and there are `(p+1)(p+2)/2` stars. -/
theorem irreducible_wedge_even (p : ℕ) (hp : 0 < p) :
    (∀ k : KGrid (2 * p), ∃! q : ℕ × ℕ, q ∈ wedge p ∧ toGrid (2 * p) q ∈ kStar k) ∧
    Nat.card (MulAction.orbitRel.Quotient (pointGroup (2 * p)) (KGrid (2 * p))) =
      (p + 1) * (p + 2) / 2 := by
  have : NeZero (2 * p) := ⟨by omega⟩
  have h := irreducible_wedge (2 * p)
  rwa [Nat.mul_div_cancel_left p (by norm_num)] at h
```

The star sizes come last. In the proof, `key` is the condition for $c=-c$, and `hs` writes the star as the union of the two product sets.

```lean
/-- The star of the wedge point `(a, b)` has as many points as the product of a factor for
each coordinate and a factor 2 when the point is off the diagonal. -/
theorem ncard_kStar {a b : ℕ} (hq : (a, b) ∈ wedge (N / 2)) :
    (kStar (toGrid N (a, b))).ncard =
      (if a = b then 1 else 2) * (axisMult N a * axisMult N b) := by
  obtain ⟨hba, ha⟩ : b ≤ a ∧ a ≤ N / 2 := mem_wedge.1 hq
  -- a coordinate equals its mirror image only at the zone centre or boundary
  have hcard : ∀ c ≤ N / 2, (shell N c).card = axisMult N c := by
    intro c hc
    have e : shell N c = {(c : ZMod N), -(c : ZMod N)} := by
      ext x
      simp [shell, fold_eq_iff hc]
    have key : (c : ZMod N) = -(c : ZMod N) ↔ (c = 0 ∨ 2 * c = N) := by
      rw [eq_neg_iff_add_eq_zero, ← Nat.cast_add, CharP.cast_eq_zero_iff (ZMod N) N]
      constructor
      · rintro ⟨m, hm⟩
        have hN : 0 < N := Nat.pos_of_ne_zero (NeZero.ne N)
        have hm2 : m < 2 := by
          by_contra h
          have h2 : N * 2 ≤ N * m := Nat.mul_le_mul_left N (by omega)
          omega
        interval_cases m <;> omega
      · rintro (h | h)
        · exact ⟨0, by omega⟩
        · exact ⟨1, by omega⟩
    rw [e, axisMult]
    by_cases h : c = 0 ∨ 2 * c = N
    · rw [if_pos h, ← key.2 h]
      simp
    · rw [if_neg h, card_pair (fun e => h (key.1 e))]
  have hs : kStar (toGrid N (a, b)) =
      ((shell N a ×ˢ shell N b ∪ shell N b ×ˢ shell N a : Finset (KGrid N)) :
        Set (KGrid N)) := by
    ext ⟨x, y⟩
    rw [mem_kStar_iff, reduce_toGrid hq, Finset.mem_coe]
    simp only [reduce, shell, mem_union, mem_product, mem_filter, mem_univ, true_and,
      Prod.mk.injEq]
    omega
  rw [hs, Set.ncard_coe_finset]
  by_cases h : a = b
  · subst h
    rw [union_self, card_product, hcard a ha, if_pos rfl, one_mul]
  · have d : Disjoint (shell N a ×ˢ shell N b) (shell N b ×ˢ shell N a) := by
      refine Finset.disjoint_left.2 fun k h1 h2 => ?_
      simp only [shell, mem_product, mem_filter, mem_univ, true_and] at h1 h2
      omega
    rw [card_union_of_disjoint d, card_product, card_product, hcard a ha,
      hcard b (hba.trans ha), if_neg h]
    ring

end SquareLatticeWedge
```

```lean
#print axioms SquareLatticeWedge.irreducible_wedge_even
-- 'SquareLatticeWedge.irreducible_wedge_even' depends on axioms: [propext, Classical.choice, Quot.sound]
#print axioms SquareLatticeWedge.ncard_kStar
-- 'SquareLatticeWedge.ncard_kStar' depends on axioms: [propext, Classical.choice, Quot.sound]
```

Q: So may I use the wedge for any two-dimensional calculation?

A: No. The theorems concern an unshifted grid and the full square point group. A shifted grid has different stars, and a crystal of lower symmetry can have more of them. There is also no Hamiltonian here: that the band energy is constant on each star is a physical input, true when the crystal has these symmetries.

Given that input, for a square two-dimensional crystal on an unshifted grid, the average of a band energy over all $N^2$ points equals a sum over the wedge with weights $d\,m(a)\,m(b)/N^2$. How close that average comes to the Brillouin-zone integral is a separate question about convergence in $N$.
